# Imaginary-time evolution under H − E0 converges to the ground-state projection in finite dimension

Let H be a Hermitian operator on a finite-dimensional complex space, E0 its smallest eigenvalue and P the orthogonal projection onto the E0-eigenspace. If Px ≠ 0, then exp(−τ(H − E0))x tends to Px and its Rayleigh quotient tends to E0 as τ → ∞.

In Lean 4 with Mathlib:

```lean
import Mathlib

open Filter Topology

namespace GroundStateProjection

noncomputable section

variable {E : Type*} [NormedAddCommGroup E] [InnerProductSpace ℂ E] [FiniteDimensional ℂ E]

/-- `E0` is the smallest eigenvalue of `H`. -/
def IsGroundEnergy (H : E →L[ℂ] E) (E0 : ℝ) : Prop :=
  IsLeast {μ : ℝ | Module.End.HasEigenvalue (H : E →ₗ[ℂ] E) (μ : ℂ)} E0

/-- The imaginary-time propagator `exp(-τ(H - E0))`. -/
def imagTime (H : E →L[ℂ] E) (E0 τ : ℝ) : E →L[ℂ] E :=
  NormedSpace.exp ((-(τ : ℂ)) • (H - (E0 : ℂ) • (1 : E →L[ℂ] E)))

/-- The orthogonal projection onto the eigenspace of `H` at energy `E0`. -/
def groundProj (H : E →L[ℂ] E) (E0 : ℝ) : E →L[ℂ] E :=
  (Module.End.eigenspace (H : E →ₗ[ℂ] E) (E0 : ℂ)).starProjection

/-- The real part of `⟨x, H x⟩ / ⟨x, x⟩` for a nonzero vector `x`; for Hermitian `H` this is the
Rayleigh quotient itself. -/
def rayleigh (H : E →L[ℂ] E) (x : E) : ℝ :=
  (inner ℂ x (H x)).re / ‖x‖ ^ 2

/-- On an eigenvector of `A` with eigenvalue `μ`, the operator `exp(zA)` acts as the
number `exp(zμ)`. -/
theorem exp_apply_eigenvector (A : E →L[ℂ] E) {v : E} {μ : ℂ} (h : A v = μ • v) (z : ℂ) :
    NormedSpace.exp (z • A) v = Complex.exp (z * μ) • v := by
  have := FiniteDimensional.complete ℂ E
  -- the product exp(-uμ) exp(uA) v does not depend on u
  have hd : ∀ w : ℂ, HasDerivAt
      (fun u : ℂ => Complex.exp (-(u * μ)) • (NormedSpace.exp (u • A)) v) 0 w := by
    intro w
    have h1 : HasDerivAt (fun u : ℂ => NormedSpace.exp (u • A) v)
        (μ • NormedSpace.exp (w • A) v) w := by
      refine ((hasDerivAt_exp_smul_const A w).clm_apply (hasDerivAt_const w v)).congr_deriv ?_
      change NormedSpace.exp (w • A) (A v) + NormedSpace.exp (w • A) 0 = _
      rw [h, map_smul, map_zero, add_zero]
    have h2 : HasDerivAt (fun u : ℂ => Complex.exp (-(u * μ)))
        (Complex.exp (-(w * μ)) * (-μ)) w :=
      (((hasDerivAt_id' w).mul_const μ).fun_neg.cexp).congr_deriv (by ring)
    exact (h2.smul h1).congr_deriv (by module)
  have hc : Complex.exp (-(z * μ)) • NormedSpace.exp (z • A) v = v := by
    have h0 := is_const_of_deriv_eq_zero (fun w => (hd w).differentiableAt)
      (fun w => (hd w).deriv) z 0
    simpa using h0
  calc NormedSpace.exp (z • A) v
      = Complex.exp (z * μ) • (Complex.exp (-(z * μ)) • NormedSpace.exp (z • A) v) := by
        rw [smul_smul, ← Complex.exp_add, add_neg_cancel, Complex.exp_zero, one_smul]
    _ = _ := by rw [hc]

/-- The propagated state `ψ(τ) = exp(-τ(H - E0))x` solves the imaginary-time Schrödinger
equation `dψ/dτ = -(H - E0)ψ`. -/
theorem imaginary_time_schrodinger (H : E →L[ℂ] E) (E0 τ : ℝ) (x : E) :
    HasDerivAt (fun t : ℝ => imagTime H E0 t x)
      (-(H (imagTime H E0 τ x) - (E0 : ℂ) • imagTime H E0 τ x)) τ := by
  have := FiniteDimensional.complete ℂ E
  have h1 := (hasDerivAt_exp_smul_const' (H - (E0 : ℂ) • (1 : E →L[ℂ] E))
    (-(τ : ℂ))).clm_apply (hasDerivAt_const (-(τ : ℂ)) x)
  have h2 : HasDerivAt (fun t : ℝ => -(t : ℂ)) (-((1 : ℝ) : ℂ)) τ :=
    (hasDerivAt_id' τ).ofReal_comp.fun_neg
  refine (HasDerivAt.scomp τ h1 h2).congr_deriv ?_
  change (-((1 : ℝ) : ℂ)) • ((H (imagTime H E0 τ x) - (E0 : ℂ) • imagTime H E0 τ x)
    + imagTime H E0 τ 0) = _
  rw [map_zero, add_zero, Complex.ofReal_one, neg_smul, one_smul]

/-- An eigenvector of energy `μ` is multiplied by `exp(-τ(μ - E0))` in imaginary time. -/
theorem imagTime_eigenvector (H : E →L[ℂ] E) (E0 τ : ℝ) {μ : ℝ} {v : E}
    (hv : H v = (μ : ℂ) • v) :
    imagTime H E0 τ v = ((Real.exp (-τ * (μ - E0)) : ℝ) : ℂ) • v := by
  have h : (H - (E0 : ℂ) • (1 : E →L[ℂ] E)) v = ((μ : ℂ) - E0) • v := by
    change H v - (E0 : ℂ) • v = _
    rw [hv, sub_smul]
  have hc : ((Real.exp (-τ * (μ - E0)) : ℝ) : ℂ)
      = Complex.exp (-(τ : ℂ) * ((μ : ℂ) - E0)) := by simp
  rw [imagTime, exp_apply_eigenvector _ h, hc]

/-- For Hermitian `H`, the projection onto the eigenspace at `E0` keeps an eigenvector of
energy `E0` and annihilates an eigenvector of any other energy. -/
theorem groundProj_eigenvector {H : E →L[ℂ] E} (hH : (H : E →ₗ[ℂ] E).IsSymmetric)
    (E0 : ℝ) {μ : ℝ} {v : E} (hv : H v = (μ : ℂ) • v) :
    groundProj H E0 v = if μ = E0 then v else 0 := by
  split_ifs with hμ
  · subst hμ
    exact Submodule.starProjection_eq_self_iff.2 (Module.End.mem_eigenspace_iff.2 hv)
  · refine Submodule.eq_starProjection_of_mem_of_inner_eq_zero (Submodule.zero_mem _) ?_
    intro w hw
    have hw' : H w = (E0 : ℂ) • w := Module.End.mem_eigenspace_iff.1 hw
    -- Hermiticity makes eigenvectors of different energies orthogonal
    have hs : inner ℂ (H v) w = inner ℂ v (H w) := hH v w
    rw [hv, hw', inner_smul_left, inner_smul_right, Complex.conj_ofReal] at hs
    have hne : (μ : ℂ) - E0 ≠ 0 := sub_ne_zero.2 (fun h => hμ (Complex.ofReal_injective h))
    rw [sub_zero]
    exact (mul_eq_zero.1 (by linear_combination hs :
      ((μ : ℂ) - E0) * inner ℂ v w = 0)).resolve_left hne

omit [FiniteDimensional ℂ E] in
/-- A nonzero eigenvector of energy `μ` has Rayleigh quotient `μ`. -/
theorem rayleigh_eigenvector (H : E →L[ℂ] E) {μ : ℝ} {v : E}
    (hv : H v = (μ : ℂ) • v) (h0 : v ≠ 0) : rayleigh H v = μ := by
  have h : inner ℂ v ((μ : ℂ) • v) = ((μ * ‖v‖ ^ 2 : ℝ) : ℂ) := by
    rw [inner_smul_right, inner_self_eq_norm_sq_to_K]
    simp
  rw [rayleigh, hv, h, Complex.ofReal_re,
    mul_div_cancel_right₀ _ (pow_ne_zero 2 (norm_ne_zero_iff.2 h0))]

/-- Ground-state projection: for Hermitian `H` with smallest eigenvalue `E0` and a start
vector `x` whose projection `Px` on the ground eigenspace is nonzero, `exp(-τ(H - E0))x` tends
to `Px` and its Rayleigh quotient tends to `E0` as `τ → ∞`. -/
theorem ground_state_projection {H : E →L[ℂ] E} (hH : (H : E →ₗ[ℂ] E).IsSymmetric)
    {E0 : ℝ} (hE : IsGroundEnergy H E0) {x : E} (hx : groundProj H E0 x ≠ 0) :
    Tendsto (fun τ : ℝ => imagTime H E0 τ x) atTop (𝓝 (groundProj H E0 x)) ∧
    Tendsto (fun τ : ℝ => rayleigh H (imagTime H E0 τ x)) atTop (𝓝 E0) := by
  let b := hH.eigenvectorBasis rfl
  -- each member of an eigenbasis converges to its projection
  have hb : ∀ i, Tendsto (fun τ : ℝ => imagTime H E0 τ (b i)) atTop
      (𝓝 (groundProj H E0 (b i))) := by
    intro i
    have hv : H (b i) = ((hH.eigenvalues rfl i : ℝ) : ℂ) • b i :=
      hH.apply_eigenvectorBasis rfl i
    have hle : E0 ≤ hH.eigenvalues rfl i := hE.2 (hH.hasEigenvalue_eigenvalues rfl i)
    simp only [imagTime_eigenvector H E0 _ hv]
    rw [groundProj_eigenvector hH E0 hv]
    split_ifs with hμ
    · simp [hμ]
    · have hpos : 0 < hH.eigenvalues rfl i - E0 := sub_pos.2 (lt_of_le_of_ne hle (Ne.symm hμ))
      have h1 : Tendsto (fun τ : ℝ => Real.exp (-τ * (hH.eigenvalues rfl i - E0)))
          atTop (𝓝 0) :=
        Real.tendsto_exp_atBot.comp (tendsto_neg_atTop_atBot.atBot_mul_const hpos)
      have h2 := ((Complex.continuous_ofReal.tendsto 0).comp h1).smul_const (b i)
      rw [Complex.ofReal_zero, zero_smul] at h2
      exact h2
  have hlim : Tendsto (fun τ : ℝ => imagTime H E0 τ x) atTop (𝓝 (groundProj H E0 x)) := by
    rw [← b.sum_repr x]
    simp only [map_sum, map_smul]
    exact tendsto_finsetSum _ fun i _ => (hb i).const_smul _
  refine ⟨hlim, ?_⟩
  -- the Rayleigh quotient is continuous at the nonzero limit, where it equals E0
  have hcont : ContinuousAt (rayleigh H) (groundProj H E0 x) := by
    have h1 : Continuous fun y : E => (inner ℂ y (H y)).re :=
      Complex.continuous_re.comp (by fun_prop)
    exact h1.continuousAt.div (continuous_norm.pow 2).continuousAt
      (pow_ne_zero 2 (norm_ne_zero_iff.2 hx))
  have hP : H (groundProj H E0 x) = (E0 : ℂ) • groundProj H E0 x :=
    Module.End.mem_eigenspace_iff.1 (Submodule.starProjection_apply_mem _ x)
  have h := hcont.tendsto.comp hlim
  rw [rayleigh_eigenvector H hP hx] at h
  exact h

/-- A nonzero eigenvector of energy `μ` keeps the Rayleigh quotient `μ` at every imaginary
time. -/
theorem rayleigh_imagTime_eigenvector (H : E →L[ℂ] E) (E0 τ : ℝ) {μ : ℝ} {v : E}
    (hv : H v = (μ : ℂ) • v) (h0 : v ≠ 0) : rayleigh H (imagTime H E0 τ v) = μ := by
  rw [imagTime_eigenvector H E0 τ hv]
  refine rayleigh_eigenvector H ?_ (smul_ne_zero ?_ h0)
  · rw [map_smul, hv, smul_comm]
  · exact Complex.ofReal_ne_zero.2 (Real.exp_ne_zero _)

end

end GroundStateProjection
```

```lean
#print axioms GroundStateProjection.imaginary_time_schrodinger
#print axioms GroundStateProjection.ground_state_projection
#print axioms GroundStateProjection.rayleigh_imagTime_eigenvector
```

```
'GroundStateProjection.imaginary_time_schrodinger' depends on axioms: [propext, Classical.choice, Quot.sound]
'GroundStateProjection.ground_state_projection' depends on axioms: [propext, Classical.choice, Quot.sound]
'GroundStateProjection.rayleigh_imagTime_eigenvector' depends on axioms: [propext, Classical.choice, Quot.sound]
```

## The operators, the energy and the overlap condition

The state space is `E`, and `H : E →L[ℂ] E` is a continuous linear map, which in finite dimension means any linear map. Hermiticity is the hypothesis `IsSymmetric`: ⟨Hv, w⟩ = ⟨v, Hw⟩ for all v and w. `IsGroundEnergy H E0` says that E0 is an eigenvalue and that no real eigenvalue lies below it; a Hermitian H has no others. The ground level may be degenerate, since `groundProj` projects onto the whole eigenspace.

`imagTime H E0 τ` is the operator exponential exp(−τ(H − E0)). It is what the real-time propagator exp(−it(H − E0)) becomes at t = −iτ, with ħ = 1, so τ is an inverse energy. The theorem `imaginary_time_schrodinger` confirms that ψ(τ) = exp(−τ(H − E0))x obeys

dψ/dτ = −(H − E0)ψ.

This follows from the derivative of exp(zA), which is A exp(zA), and the chain rule with z = −τ.

The condition `groundProj H E0 x ≠ 0` says that the start vector overlaps with the ground level. The state is not renormalised along the way: the limit is Px, and the normalised ground state reached is Px/‖Px‖. The energy is measured by `rayleigh`,

R(y) = Re⟨y, Hy⟩ / ‖y‖²,

which needs no normalisation of y.

For a Hamiltonian in a finite basis, this is the limit that projector Monte Carlo methods aim at, here with the exact exponential and without time-step or sampling error. The theorem gives no rate of convergence, and it takes E0 as known in the propagator.

## Excited components decay

First, let Av = μv. The vector

f(u) = exp(−uμ) exp(uA)v

has derivative

f′(u) = exp(−uμ) [exp(uA)Av − μ exp(uA)v] = 0,

so f(z) = f(0) = v, and therefore exp(zA)v = exp(zμ)v. This is `exp_apply_eigenvector`. With A = H − E0 and z = −τ, `imagTime_eigenvector` gives, for Hv = μv,

exp(−τ(H − E0))v = exp(−τ(μ − E0))v.

Next, `groundProj_eigenvector` computes Pv. If μ = E0, then v lies in the eigenspace and Pv = v. If μ ≠ E0, take any w with Hw = E0 w. Hermiticity gives

μ⟨v, w⟩ = ⟨Hv, w⟩ = ⟨v, Hw⟩ = E0⟨v, w⟩,

so ⟨v, w⟩ = 0. Thus v is orthogonal to the ground eigenspace, and Pv = 0.

Now choose an orthonormal eigenbasis bᵢ with Hbᵢ = μᵢbᵢ, and write x = Σᵢ cᵢbᵢ with cᵢ = ⟨bᵢ, x⟩. Then

exp(−τ(H − E0))x = Σᵢ cᵢ exp(−τ(μᵢ − E0)) bᵢ.

Since E0 is the smallest eigenvalue, μᵢ ≥ E0. Terms with μᵢ = E0 stay constant, and terms with μᵢ > E0 tend to zero. In both cases the i-th term tends to cᵢPbᵢ, and the finite sum tends to Σᵢ cᵢPbᵢ = Px. In `ground_state_projection`, `hb` is the limit for each basis vector and `hlim` is the limit of the sum.

## The energy follows the state

The quotient R is continuous at every nonzero vector, in particular at Px; this is `hcont`. The overlap condition Px ≠ 0 is used here and again in evaluating R(Px). Because H(Px) = E0 Px,

R(Px) = E0‖Px‖² / ‖Px‖² = E0,

which is `rayleigh_eigenvector` applied to Px. Composing this continuity with the limit of the state gives R(exp(−τ(H − E0))x) → E0.

Without overlap the energy can stay too high. If v ≠ 0 and Hv = μv, the propagator only multiplies v by a positive number, so the Rayleigh quotient is μ at every τ. This is `rayleigh_imagTime_eigenvector`; for μ > E0 such a state never approaches the ground energy.

## One dimension

If `E` has dimension one, H is multiplication by E0. Then P and exp(−τ(H − E0)) are both the identity, and every x ≠ 0 keeps its vector and its energy E0 at all τ.
